# Hubbard dimer at t > 0: restricted Hartree-Fock triplet response frequencies turn nonreal for U > 2t, though the exact triplet gap is positive

Q: You have two sites, hopping amplitude t and on-site interaction U, with one up and one down electron. The basis states are both on site 1; up on 1, down on 2; up on 2, down on 1; both on site 2. Why does every hop carry −t?

A: Each basis state is built with the up-electron operator before the down-electron one, so no hop acquires an extra sign.

```lean
import Mathlib

open Matrix

namespace HubbardDimerTriplet

noncomputable section

/-- The Hubbard dimer Hamiltonian for one up and one down electron, in the site basis
(both on site 1; up on 1 and down on 2; up on 2 and down on 1; both on site 2). -/
def dimerH (t U : ℝ) : Matrix (Fin 4) (Fin 4) ℝ :=
  !![U, -t, -t, 0; -t, 0, 0, -t; -t, 0, 0, -t; 0, -t, -t, U]
```

Q: With that ordering, which combination is the triplet?

A: The one with a minus sign. The bonding and antibonding orbitals are (1, 1)/√2 and (1, −1)/√2, and their products give the four determinants below. The difference of the single excitations is `triplet` = (0, 1, −1, 0), or (0, 1, −1, 0)/√2 when normalised. The file defines no spin operator; calling this vector the S = 1, S_z = 0 state is our reading.

```lean
/-- The restricted determinant: both electrons in the bonding orbital. -/
def rhf : Fin 4 → ℝ := ![1/2, 1/2, 1/2, 1/2]

/-- The up electron is promoted to the antibonding orbital. -/
def upExc : Fin 4 → ℝ := ![1/2, 1/2, -1/2, -1/2]

/-- The down electron is promoted to the antibonding orbital. -/
def downExc : Fin 4 → ℝ := ![1/2, -1/2, 1/2, -1/2]

/-- Both electrons are promoted to the antibonding orbital. -/
def doubleExc : Fin 4 → ℝ := ![1/2, -1/2, -1/2, 1/2]

/-- The triplet combination of the two single excitations, with squared norm 2. -/
def triplet : Fin 4 → ℝ := upExc - downExc

/-- The matrix element of the Hamiltonian between two real states. -/
def matEl (t U : ℝ) (φ ψ : Fin 4 → ℝ) : ℝ := φ ⬝ᵥ (dimerH t U *ᵥ ψ)
```

Q: Are A and B simply inserted by hand?

A: They are defined as matrix elements, and their values are proved. `tripletA` divides by the squared norm 2 and subtracts the Hartree-Fock energy. In `tripletB`, the minus sign comes from the opposite signs of the up and down excitations in the triplet.

```lean
/-- The Tamm-Dancoff triplet energy: the mean energy of the normalised triplet excitation
minus that of the restricted determinant. -/
def tripletA (t U : ℝ) : ℝ := matEl t U triplet triplet / 2 - matEl t U rhf rhf

/-- The triplet de-excitation coupling: minus the matrix element between the double
excitation and the restricted determinant. -/
def tripletB (t U : ℝ) : ℝ := -matEl t U doubleExc rhf
```

Q: And the eigenvalues?

A: Both notions require a nonzero eigenvector. It is complex for the response matrix and real for the Hamiltonian, which suffices because the latter is real symmetric. The form [[A, B], [−B, −A]] is taken as the response equation, not derived from time-dependent Hartree-Fock.

```lean
/-- The complex number `ω` is an eigenvalue of the response matrix `[[A, B], [-B, -A]]`. -/
def IsMode (A B : ℝ) (ω : ℂ) : Prop :=
  ∃ v : Fin 2 → ℂ, v ≠ 0 ∧ !![(A : ℂ), (B : ℂ); -(B : ℂ), -(A : ℂ)] *ᵥ v = ω • v

/-- The real number `E` is an exact energy level of the dimer. -/
def IsEnergy (t U E : ℝ) : Prop :=
  ∃ v : Fin 4 → ℝ, v ≠ 0 ∧ dimerH t U *ᵥ v = E • v
```

Q: Show me the entries.

A: Acting on the reference gives

H rhf = (U/2 − t, −t, −t, U/2 − t).

Its overlap with `rhf` is U/2 − 2t, with either single excitation 0 (Brillouin's condition), and with `doubleExc` U/2. The triplet has mean energy 0, so

A = 0 − (U/2 − 2t) = 2t − U/2,

B = −U/2.

Lean expands the same sums with `simp` and finishes with `ring`.

```lean
/-- The action of the Hamiltonian on the four site amplitudes. -/
theorem dimerH_mulVec (t U : ℝ) (v : Fin 4 → ℝ) :
    dimerH t U *ᵥ v = ![U * v 0 - t * (v 1 + v 2), -t * (v 0 + v 3),
      -t * (v 0 + v 3), U * v 3 - t * (v 1 + v 2)] := by
  ext i
  fin_cases i <;> simp [dimerH, Matrix.mulVec, dotProduct, Fin.sum_univ_four] <;> ring

/-- Brillouin's condition holds for the restricted determinant, and its triplet response
entries are `A = 2t - U/2` and `B = -U/2`. -/
theorem response_entries (t U : ℝ) :
    matEl t U upExc rhf = 0 ∧ matEl t U downExc rhf = 0 ∧
      tripletA t U = 2 * t - U / 2 ∧ tripletB t U = -U / 2 := by
  refine ⟨?_, ?_, ?_, ?_⟩ <;>
    simp only [tripletA, tripletB, matEl, dimerH_mulVec, dotProduct, Fin.sum_univ_four] <;>
    simp [triplet, rhf, upExc, downExc, doubleExc] <;> ring
```

Q: Where does the nonreal eigenvalue come from?

A: A nonzero eigenvector exists exactly when the determinant of the shifted matrix vanishes:

ω² − (A² − B²) = 0.

If ω is nonreal but ω² is real, then Re ω = 0 and ω² < 0, so A² < B². Conversely, if A² < B², then i√(B² − A²) is a nonreal eigenvalue. The two lemmas follow these steps, with `Matrix.exists_mulVec_eq_zero_iff` supplying the determinant criterion.

```lean
/-- The eigenvalues of the response matrix are the square roots of `A² - B²`. -/
theorem isMode_iff (A B : ℝ) (ω : ℂ) :
    IsMode A B ω ↔ ω ^ 2 = (A : ℂ) ^ 2 - (B : ℂ) ^ 2 := by
  have hdet : (!![(A : ℂ) - ω, (B : ℂ); -(B : ℂ), -(A : ℂ) - ω]).det
      = ω ^ 2 - ((A : ℂ) ^ 2 - (B : ℂ) ^ 2) := by
    rw [Matrix.det_fin_two_of]; ring
  -- the eigenvalue equation is a homogeneous linear system
  have hv : ∀ v : Fin 2 → ℂ,
      !![(A : ℂ), (B : ℂ); -(B : ℂ), -(A : ℂ)] *ᵥ v = ω • v ↔
        !![(A : ℂ) - ω, (B : ℂ); -(B : ℂ), -(A : ℂ) - ω] *ᵥ v = 0 := by
    intro v
    have h : !![(A : ℂ) - ω, (B : ℂ); -(B : ℂ), -(A : ℂ) - ω] *ᵥ v
        = !![(A : ℂ), (B : ℂ); -(B : ℂ), -(A : ℂ)] *ᵥ v - ω • v := by
      ext i
      fin_cases i <;> simp [Matrix.mulVec, dotProduct, Fin.sum_univ_two] <;> ring
    rw [h, sub_eq_zero]
  unfold IsMode
  simp only [hv]
  rw [Matrix.exists_mulVec_eq_zero_iff, hdet, sub_eq_zero]

/-- The response matrix has a nonreal eigenvalue exactly when `A² < B²`. -/
theorem nonreal_mode_iff (A B : ℝ) :
    (∃ ω : ℂ, IsMode A B ω ∧ ω.im ≠ 0) ↔ A ^ 2 < B ^ 2 := by
  constructor
  · rintro ⟨ω, h, him⟩
    rw [isMode_iff] at h
    have h' : ω * ω = ((A ^ 2 - B ^ 2 : ℝ) : ℂ) := by
      push_cast; linear_combination h
    have hr := congrArg Complex.re h'
    have hi := congrArg Complex.im h'
    rw [Complex.mul_re, Complex.ofReal_re] at hr
    rw [Complex.mul_im, Complex.ofReal_im] at hi
    -- a nonreal number with a real square is purely imaginary
    have h0 : ω.re = 0 :=
      (mul_eq_zero.1 (by linarith : ω.re * ω.im = 0)).resolve_right him
    rw [h0] at hr
    have hpos := mul_self_pos.2 him
    linarith
  · intro h
    have hs : ((Real.sqrt (B ^ 2 - A ^ 2) : ℝ) : ℂ) ^ 2 = (B : ℂ) ^ 2 - (A : ℂ) ^ 2 := by
      exact_mod_cast Real.sq_sqrt (sub_pos.2 h).le
    refine ⟨Complex.I * (Real.sqrt (B ^ 2 - A ^ 2) : ℝ), ?_, ?_⟩
    · rw [isMode_iff, mul_pow, Complex.I_sq, hs]; ring
    · have him : (Complex.I * ((Real.sqrt (B ^ 2 - A ^ 2) : ℝ) : ℂ)).im
          = Real.sqrt (B ^ 2 - A ^ 2) := by simp
      rw [him]
      exact (Real.sqrt_pos.2 (sub_pos.2 h)).ne'
```

Q: The exact gap needs the true ground state, not just a convenient eigenvector.

A: Hence `IsLeast`. The triplet has energy 0, since its hopping contributions cancel. For a general eigenvector v, adding the equations in pairs gives

(U − E)(v₀ + v₃) = 2t(v₁ + v₂),

E(v₁ + v₂) = −2t(v₀ + v₃),

and therefore

(E² − UE − 4t²)(v₀ + v₃) = 0.

Write R = √(U² + 16t²) and E₀ = (U − R)/2, the lower root of the quadratic. If E < E₀, the quadratic is positive, so v₀ + v₃ = 0. Since R > |U|, also E < 0 and E < U; the original equations then make every amplitude vanish. At E₀ itself, (−E₀, 2t, 2t, −E₀) is an eigenvector. Lean checks it componentwise and rules out lower energies by contradiction.

```lean
/-- The triplet excitation of the restricted determinant is an exact eigenstate with
energy zero. -/
theorem triplet_energy (t U : ℝ) : dimerH t U *ᵥ triplet = 0 := by
  rw [dimerH_mulVec]
  ext i
  fin_cases i <;> simp [triplet, upExc, downExc]

/-- For `t > 0` the lowest exact energy among all states with one up and one down electron
is `(U - √(U² + 16t²))/2`. -/
theorem ground_energy {t : ℝ} (ht : 0 < t) (U : ℝ) :
    IsLeast {E | IsEnergy t U E} ((U - Real.sqrt (U ^ 2 + 16 * t ^ 2)) / 2) := by
  have hR := Real.sq_sqrt (by positivity : 0 ≤ U ^ 2 + 16 * t ^ 2)
  have hR0 := Real.sqrt_nonneg (U ^ 2 + 16 * t ^ 2)
  set R := Real.sqrt (U ^ 2 + 16 * t ^ 2)
  obtain ⟨hl, hu⟩ := abs_lt_of_sq_lt_sq' (by rw [hR]; nlinarith [pow_pos ht 2] : U ^ 2 < R ^ 2) hR0
  constructor
  · -- an explicit mixture of ionic and covalent singlets
    have key : ∀ e : ℝ, e ^ 2 = U * e + 4 * t ^ 2 → IsEnergy t U e := by
      intro e he
      refine ⟨![-e, 2 * t, 2 * t, -e], ?_, ?_⟩
      · intro h
        have h1 : 2 * t = 0 := congrFun h 1
        linarith
      · rw [dimerH_mulVec]
        funext i
        fin_cases i
        · show U * (-e) - t * (2 * t + 2 * t) = e * (-e)
          linear_combination he
        · show -t * (-e + -e) = e * (2 * t)
          ring
        · show -t * (-e + -e) = e * (2 * t)
          ring
        · show U * (-e) - t * (2 * t + 2 * t) = e * (-e)
          linear_combination he
    exact key _ (by linear_combination hR / 4)
  · rintro E ⟨v, hv, h⟩
    by_contra hlt
    rw [not_le] at hlt
    rw [dimerH_mulVec] at h
    have h0 : U * v 0 - t * (v 1 + v 2) = E * v 0 := congrFun h 0
    have h1 : -t * (v 0 + v 3) = E * v 1 := congrFun h 1
    have h2 : -t * (v 0 + v 3) = E * v 2 := congrFun h 2
    have h3 : U * v 3 - t * (v 1 + v 2) = E * v 3 := congrFun h 3
    -- below the claimed energy every amplitude must vanish
    have hs : (v 0 + v 3) * (E ^ 2 - U * E - 4 * t ^ 2) = 0 := by
      linear_combination (-E) * (h0 + h3) + 2 * t * (h1 + h2)
    have hq : 0 < E ^ 2 - U * E - 4 * t ^ 2 := by
      have hp := mul_pos (sub_pos.2 hlt) (by linarith : 0 < (U + R) / 2 - E)
      nlinarith
    have hs0 := (mul_eq_zero.1 hs).resolve_right hq.ne'
    have hE : E ≠ 0 := (by linarith : E < 0).ne
    have hb : v 1 = 0 := (mul_eq_zero.1
      (by linear_combination -h1 - t * hs0 : E * v 1 = 0)).resolve_left hE
    have hc : v 2 = 0 := (mul_eq_zero.1
      (by linear_combination -h2 - t * hs0 : E * v 2 = 0)).resolve_left hE
    have hUE : 0 < U - E := by linarith
    have ha : v 0 = 0 := (mul_eq_zero.1
      (by linear_combination h0 + t * (hb + hc) : (U - E) * v 0 = 0)).resolve_left hUE.ne'
    have hd : v 3 = 0 := by linarith
    apply hv
    funext i
    fin_cases i
    exacts [ha, hb, hc, hd]
```

Q: So what does the main theorem say?

A: For t > 0 and any real U, attractive or repulsive, it makes three statements. Since

A² − B² = 2t(2t − U),

a nonreal response eigenvalue exists iff U > 2t. The Tamm-Dancoff energy A is negative iff U > 4t. Finally, if E₀ is the least energy and E₁ the eigenvalue belonging to `triplet`, then

E₁ − E₀ = (R − U)/2 > 0.

The preceding two theorems supply these energies, with E₁ = 0. In the proof, `nlinarith` handles the first threshold, `linarith` the second, and uniqueness of the least element fixes E₀.

```lean
/-- For `t > 0` the triplet response has a nonreal eigenvalue iff `U > 2t`, and the
Tamm-Dancoff energy is negative iff `U > 4t`. The exact triplet energy `E₁` lies above the
exact ground energy `E₀` by `(√(U² + 16t²) - U)/2`, which is positive. -/
theorem triplet_instability {t : ℝ} (ht : 0 < t) (U : ℝ) :
    ((∃ ω : ℂ, IsMode (tripletA t U) (tripletB t U) ω ∧ ω.im ≠ 0) ↔ 2 * t < U) ∧
    (tripletA t U < 0 ↔ 4 * t < U) ∧
    ∀ E₀ E₁ : ℝ, IsLeast {E | IsEnergy t U E} E₀ → dimerH t U *ᵥ triplet = E₁ • triplet →
      E₁ - E₀ = (Real.sqrt (U ^ 2 + 16 * t ^ 2) - U) / 2 ∧ 0 < E₁ - E₀ := by
  obtain ⟨-, -, hA, hB⟩ := response_entries t U
  refine ⟨?_, ?_, ?_⟩
  · rw [nonreal_mode_iff, hA, hB]
    -- the difference of squares is 2t(2t - U)
    constructor
    · intro h
      by_contra hn
      have hp := mul_nonneg ht.le (sub_nonneg.2 (not_lt.1 hn))
      nlinarith
    · intro h
      have hp := mul_pos ht (sub_pos.2 h)
      nlinarith
  · rw [hA]
    constructor <;> intro h <;> linarith
  · intro E₀ E₁ h₀ h₁
    rw [triplet_energy] at h₁
    have hE₁ : (0 : ℝ) = E₁ * (1/2 - -1/2) := congrFun h₁ 1
    have hE₀ := h₀.unique (ground_energy ht U)
    have hlt : U < Real.sqrt (U ^ 2 + 16 * t ^ 2) :=
      Real.lt_sqrt_of_sq_lt (by nlinarith [pow_pos ht 2])
    constructor <;> linarith
```

Q: What should I take from this for real calculations?

A: In this two-site, one-orbital-per-site model, an imaginary triplet frequency reflects a failure of the restricted reference, not a negative exact gap. For 2t < U ≤ 4t, the Tamm-Dancoff energy gives no such warning through its sign.

Q: And the frequencies themselves?

A: Taking square roots of 2t(2t − U) for U ≥ 2t gives

ω = ±i√(2t(U − 2t)).

Both vanish at U = 2t. Lean rewrites the two alternatives as one equation for ω².

```lean
/-- For `t > 0` and `U ≥ 2t` the triplet response eigenvalues are `±i√(2t(U - 2t))`. -/
theorem imaginary_frequencies {t U : ℝ} (ht : 0 < t) (hU : 2 * t ≤ U) (ω : ℂ) :
    IsMode (tripletA t U) (tripletB t U) ω ↔
      ω = Complex.I * (Real.sqrt (2 * t * (U - 2 * t)) : ℝ) ∨
      ω = -(Complex.I * (Real.sqrt (2 * t * (U - 2 * t)) : ℝ)) := by
  obtain ⟨-, -, hA, hB⟩ := response_entries t U
  have hs : ((Real.sqrt (2 * t * (U - 2 * t)) : ℝ) : ℂ) ^ 2
      = 2 * (t : ℂ) * ((U : ℂ) - 2 * (t : ℂ)) := by
    exact_mod_cast Real.sq_sqrt (mul_nonneg (by linarith) (sub_nonneg.2 hU))
  rw [isMode_iff, ← sq_eq_sq_iff_eq_or_eq_neg, mul_pow, Complex.I_sq, hs, hA, hB]
  push_cast
  constructor <;> intro h <;> linear_combination h

end

end HubbardDimerTriplet
```

```lean
#print axioms HubbardDimerTriplet.triplet_instability
#print axioms HubbardDimerTriplet.imaginary_frequencies
```

```
'HubbardDimerTriplet.triplet_instability' depends on axioms: [propext, Classical.choice, Quot.sound]
'HubbardDimerTriplet.imaginary_frequencies' depends on axioms: [propext, Classical.choice, Quot.sound]
```
